# For a real, nonzero, null momentum, the kernel and range of $\not p$ coincide

Let $\gamma_0,\dots,\gamma_3$ be complex $4\times4$ matrices obeying the Clifford relations, and let $p$ be a real, nonzero, null four-vector. The kernel and range of $\not p$ are then the same two-dimensional space of spinors, and $c\not p$ is idempotent only for $c=0$. By contrast, for $p\cdot p=m^2$ with real $m\neq0$, the matrix $(\not p+m)/(2m)$ is a nonzero idempotent.

In the usual normalisation, $\not p$ is the sum of $u\bar u$ over the two helicities of a massless fermion. For free external fermions in a scattering calculation, this means that the massless spin sum cannot be rescaled into a projector as the massive one can.

## The Clifford relations

The components $p_0,\dots,p_3$ are the contravariant ones (energy first), written with Lean's indices, and $\gamma_\mu$ likewise stands for the usual upper-index matrix. The metric has signature $(+,-,-,-)$, so
$$p\cdot q=p_0q_0-p_1q_1-p_2q_2-p_3q_3 .$$

```lean
import Mathlib

open Matrix

namespace MasslessSpinSum

noncomputable section

/-- The Minkowski metric with signature (+,-,-,-). -/
def metric : Matrix (Fin 4) (Fin 4) ℝ := Matrix.diagonal ![1, -1, -1, -1]

/-- The Minkowski product of two real four-vectors. -/
def mdot (p q : Fin 4 → ℝ) : ℝ := p 0 * q 0 - p 1 * q 1 - p 2 * q 2 - p 3 * q 3
```

The hypothesis `IsDirac γ` says $\gamma_\mu\gamma_\nu+\gamma_\nu\gamma_\mu=2g_{\mu\nu}$, where $g$ is `metric`. This is the condition that makes the first-order operator $i\not\partial$ square to minus the d'Alembertian, so that every solution of the free Dirac equation also solves the Klein–Gordon equation. It fixes no representation and assumes no hermiticity.

```lean
/-- Four complex 4 by 4 matrices are Dirac matrices if they obey the Clifford relations. -/
def IsDirac (γ : Fin 4 → Matrix (Fin 4) (Fin 4) ℂ) : Prop :=
  ∀ μ ν, γ μ * γ ν + γ ν * γ μ = ((2 * metric μ ν : ℝ) : ℂ) • 1
```

The contraction is $\not p=p_0\gamma_0-p_1\gamma_1-p_2\gamma_2-p_3\gamma_3$. The spin sum is defined directly as $\not p+m$; the file does not construct the spinors $u$ or derive the sum over them.

```lean
/-- The Feynman slash: the four-vector `p` contracted with the Dirac matrices. -/
def slash (γ : Fin 4 → Matrix (Fin 4) (Fin 4) ℂ) (p : Fin 4 → ℝ) : Matrix (Fin 4) (Fin 4) ℂ :=
  (p 0 : ℂ) • γ 0 - (p 1 : ℂ) • γ 1 - (p 2 : ℂ) • γ 2 - (p 3 : ℂ) • γ 3

/-- The spin sum `slash(p) + m` of a particle of mass `m`. -/
def spinSum (γ : Fin 4 → Matrix (Fin 4) (Fin 4) ℂ) (p : Fin 4 → ℝ) (m : ℝ) :
    Matrix (Fin 4) (Fin 4) ℂ := slash γ p + (m : ℂ) • 1
```

Two further ingredients are the spatial reflection $\tilde p=(p_0,-p_1,-p_2,-p_3)$, called `parity p`, and the standard Dirac matrices, stored as integer matrices times phases.

```lean
/-- The four-vector with its spatial part reversed. -/
def parity (p : Fin 4 → ℝ) : Fin 4 → ℝ := ![p 0, -p 1, -p 2, -p 3]

/-- The integer parts of the standard Dirac matrices. -/
def intGamma : Fin 4 → Fin 4 → Fin 4 → ℤ :=
  ![![![1, 0, 0, 0], ![0, 1, 0, 0], ![0, 0, -1, 0], ![0, 0, 0, -1]],
    ![![0, 0, 0, 1], ![0, 0, 1, 0], ![0, -1, 0, 0], ![-1, 0, 0, 0]],
    ![![0, 0, 0, -1], ![0, 0, 1, 0], ![0, 1, 0, 0], ![-1, 0, 0, 0]],
    ![![0, 0, 1, 0], ![0, 0, 0, -1], ![-1, 0, 0, 0], ![0, 1, 0, 0]]]

/-- The phases of the standard Dirac matrices: `i` for the second spatial one, 1 otherwise. -/
def phase : Fin 4 → ℂ := ![1, 1, Complex.I, 1]

/-- The Dirac matrices in the standard (Dirac) representation. -/
def diracGamma (μ : Fin 4) : Matrix (Fin 4) (Fin 4) ℂ :=
  Matrix.of fun i j => phase μ * (intGamma μ i j : ℂ)
```

By hand, put $s=(1,-1,-1,-1)$ and expand:
$$\not p\not q+\not q\not p=\sum_{\mu,\nu}s_\mu s_\nu\,p_\mu q_\nu(\gamma_\mu\gamma_\nu+\gamma_\nu\gamma_\mu)=2\sum_\mu s_\mu p_\mu q_\mu=2\,p\cdot q .$$
The mixed terms vanish, and $s_\mu^2=1$. `slash_anticomm` does the same with ten relations, four diagonal and six mixed, which `linear_combination` adds with the matching coefficients.

```lean
variable {γ : Fin 4 → Matrix (Fin 4) (Fin 4) ℂ}

/-- Two slashed vectors anticommute to twice their Minkowski product. -/
theorem slash_anticomm (h : IsDirac γ) (p q : Fin 4 → ℝ) :
    slash γ p * slash γ q + slash γ q * slash γ p = ((2 * mdot p q : ℝ) : ℂ) • 1 := by
  have h00 : γ 0 * γ 0 + γ 0 * γ 0 = (2 : ℂ) • 1 := by simpa [metric] using h 0 0
  have h11 : γ 1 * γ 1 + γ 1 * γ 1 = (-2 : ℂ) • 1 := by simpa [metric] using h 1 1
  have h22 : γ 2 * γ 2 + γ 2 * γ 2 = (-2 : ℂ) • 1 := by simpa [metric] using h 2 2
  have h33 : γ 3 * γ 3 + γ 3 * γ 3 = (-2 : ℂ) • 1 := by simpa [metric] using h 3 3
  have h01 : γ 0 * γ 1 + γ 1 * γ 0 = 0 := by simpa [metric] using h 0 1
  have h02 : γ 0 * γ 2 + γ 2 * γ 0 = 0 := by simpa [metric] using h 0 2
  have h03 : γ 0 * γ 3 + γ 3 * γ 0 = 0 := by simpa [metric] using h 0 3
  have h12 : γ 1 * γ 2 + γ 2 * γ 1 = 0 := by simpa [metric] using h 1 2
  have h13 : γ 1 * γ 3 + γ 3 * γ 1 = 0 := by simpa [metric] using h 1 3
  have h23 : γ 2 * γ 3 + γ 3 * γ 2 = 0 := by simpa [metric] using h 2 3
  simp only [slash, mdot, sub_mul, mul_sub, smul_mul_assoc, mul_smul_comm]
  push_cast
  -- each Clifford relation enters with the matching symmetric product of components
  linear_combination (norm := module)
    ((p 0 : ℂ) * q 0) • h00 + ((p 1 : ℂ) * q 1) • h11 + ((p 2 : ℂ) * q 2) • h22
    + ((p 3 : ℂ) * q 3) • h33 - ((p 0 : ℂ) * q 1 + p 1 * q 0) • h01
    - ((p 0 : ℂ) * q 2 + p 2 * q 0) • h02 - ((p 0 : ℂ) * q 3 + p 3 * q 0) • h03
    + ((p 1 : ℂ) * q 2 + p 2 * q 1) • h12 + ((p 1 : ℂ) * q 3 + p 3 * q 1) • h13
    + ((p 2 : ℂ) * q 3 + p 3 * q 2) • h23
```

Setting $q=p$ and halving gives $\not p^2=p\cdot p$.

```lean
/-- The square of a slashed vector is its Minkowski square times the identity. -/
theorem slash_sq (h : IsDirac γ) (p : Fin 4 → ℝ) :
    slash γ p * slash γ p = (mdot p p : ℂ) • 1 := by
  have h2 := slash_anticomm h p p
  push_cast at h2
  linear_combination (norm := module) (1 / 2 : ℂ) • h2
```

Without the Clifford relations the result fails: if all four matrices are zero, every $\not p$ has the whole spinor space as kernel and only zero as range.

## A real and nonzero momentum

Reality is built into the type `Fin 4 → ℝ`, and `p ≠ 0` excludes the vector that carries neither energy nor momentum. Together they give
$$p\cdot\tilde p=p_0^2+p_1^2+p_2^2+p_3^2>0 .$$
`mdot_parity_pos` rewrites the product as this sum and uses one nonzero component to make it positive.

```lean
/-- A nonzero four-vector has positive Minkowski product with its spatial reflection. -/
theorem mdot_parity_pos {p : Fin 4 → ℝ} (hp : p ≠ 0) : 0 < mdot p (parity p) := by
  have e : mdot p (parity p) = ∑ i, p i ^ 2 := by
    simp [mdot, parity, Fin.sum_univ_four]
    ring
  obtain ⟨i, hi⟩ := Function.ne_iff.mp hp
  have hi' : p i ≠ 0 := hi
  rw [e]
  exact Finset.sum_pos' (fun j _ => sq_nonneg (p j)) ⟨i, Finset.mem_univ i, by positivity⟩
```

Hence $\not p\neq0$: otherwise the left side of $\not p\not{\tilde p}+\not{\tilde p}\not p=2\,p\cdot\tilde p$ would vanish while the right side would not.

```lean
/-- The slash of a nonzero real four-vector is a nonzero matrix. -/
theorem slash_ne_zero (h : IsDirac γ) {p : Fin 4 → ℝ} (hp : p ≠ 0) : slash γ p ≠ 0 := by
  intro h0
  have hA := slash_anticomm h p (parity p)
  rw [h0, zero_mul, mul_zero, add_zero] at hA
  have hpos := mdot_parity_pos hp
  rcases smul_eq_zero.mp hA.symm with hc | hc
  · have hc' : 2 * mdot p (parity p) = 0 := Complex.ofReal_eq_zero.mp hc
    linarith
  · exact one_ne_zero hc
```

At $p=0$ the kernel is four-dimensional, the range is zero, and every multiple of $\not p$ is trivially idempotent. For complex momenta the sum of squares can vanish for nonzero $p$; conjugating the reflected vector would restore positivity.

## The null condition

The hypothesis `mdot p p = 0` is the massless dispersion relation. The sign of the energy is left free.

By hand, nullity gives $\not p^2=0$, so every $\not p w$ lies in the kernel. Conversely, if $\not p v=0$, applying the anticommutator to $v$ gives
$$\not p\not{\tilde p}v=2(p\cdot\tilde p)\,v,\qquad v=\not p\left(\frac{\not{\tilde p}v}{2\,p\cdot\tilde p}\right),$$
so $v$ lies in the range. Since the dimensions of kernel and range add up to four, each is two.

In Lean, `mulVecLin` is the matrix acting on column spinors. `le_antisymm` splits the equality into these two inclusions, the first branch supplying exactly the preimage above. Rank–nullity and `omega` finish the count. The kernel consists of the plane-wave amplitudes that solve the massless Dirac equation.

```lean
/-- For a nonzero null momentum, the kernel and the range of `slash(p)` on spinors coincide
and have dimension two. -/
theorem null_slash_ker_eq_range (h : IsDirac γ) {p : Fin 4 → ℝ} (hp : p ≠ 0)
    (hnull : mdot p p = 0) :
    LinearMap.ker (slash γ p).mulVecLin = LinearMap.range (slash γ p).mulVecLin ∧
      Module.finrank ℂ (LinearMap.ker (slash γ p).mulVecLin) = 2 := by
  have hk : LinearMap.ker (slash γ p).mulVecLin = LinearMap.range (slash γ p).mulVecLin := by
    apply le_antisymm
    · intro v hv
      rw [LinearMap.mem_ker, Matrix.mulVecLin_apply] at hv
      have hpos := mdot_parity_pos hp
      have hc : ((2 * mdot p (parity p) : ℝ) : ℂ) ≠ 0 :=
        Complex.ofReal_ne_zero.mpr (by positivity)
      -- the anticommutator with the reflected momentum recovers v from its image
      have hv2 := congrArg (fun M => M *ᵥ v) (slash_anticomm h p (parity p))
      simp only [Matrix.add_mulVec, ← Matrix.mulVec_mulVec, hv, Matrix.mulVec_zero, add_zero,
        Matrix.smul_mulVec, Matrix.one_mulVec] at hv2
      refine ⟨((2 * mdot p (parity p) : ℝ) : ℂ)⁻¹ • (slash γ (parity p) *ᵥ v), ?_⟩
      rw [Matrix.mulVecLin_apply, Matrix.mulVec_smul, hv2, smul_smul, inv_mul_cancel₀ hc,
        one_smul]
    · -- the square of slash(p) vanishes
      rintro _ ⟨w, rfl⟩
      rw [LinearMap.mem_ker, Matrix.mulVecLin_apply, Matrix.mulVecLin_apply,
        Matrix.mulVec_mulVec, slash_sq h, hnull]
      simp
  refine ⟨hk, ?_⟩
  have hr := LinearMap.finrank_range_add_finrank_ker (slash γ p).mulVecLin
  rw [← hk, Module.finrank_fin_fun] at hr
  omega
```

Without nullity, $\not p^2$ is a nonzero multiple of the identity, so $\not p$ is invertible and its kernel is zero. The equivalence below includes this converse: if kernel and range coincide, then $\not p^2w=(p\cdot p)w=0$ for every $w$. The proof tests this on the spinor with all entries one, and treats $p=0$ separately.

```lean
/-- The kernel and the range of `slash(p)` coincide exactly when `p` is nonzero and null. -/
theorem ker_eq_range_iff (h : IsDirac γ) (p : Fin 4 → ℝ) :
    LinearMap.ker (slash γ p).mulVecLin = LinearMap.range (slash γ p).mulVecLin ↔
      p ≠ 0 ∧ mdot p p = 0 := by
  refine ⟨fun hk => ⟨?_, ?_⟩, fun hp => (null_slash_ker_eq_range h hp.1 hp.2).1⟩
  · rintro rfl
    have h0 : slash γ 0 = 0 := by simp [slash]
    rw [h0, Matrix.mulVecLin_zero, LinearMap.ker_zero, LinearMap.range_zero] at hk
    exact top_ne_bot hk
  · have hmem : (slash γ p).mulVecLin (fun _ => 1) ∈ LinearMap.ker (slash γ p).mulVecLin := by
      rw [hk]
      exact ⟨_, rfl⟩
    rw [LinearMap.mem_ker, Matrix.mulVecLin_apply, Matrix.mulVecLin_apply,
      Matrix.mulVec_mulVec, slash_sq h, Matrix.smul_mulVec, Matrix.one_mulVec] at hmem
    simpa using congrFun hmem 0
```

For idempotents, $(c\not p)^2=c^2\not p^2=0$. If this equals $c\not p$, then $c=0$, because $\not p\neq0$. `null_smul_idempotent_iff` follows that line.

```lean
/-- For a nonzero null momentum, a scalar multiple of `slash(p)` is idempotent exactly when the
scalar is zero. -/
theorem null_smul_idempotent_iff (h : IsDirac γ) {p : Fin 4 → ℝ} (hp : p ≠ 0)
    (hnull : mdot p p = 0) (c : ℂ) : IsIdempotentElem (c • slash γ p) ↔ c = 0 := by
  constructor
  · intro hi
    have hi' : (c • slash γ p) * (c • slash γ p) = c • slash γ p := hi
    rw [smul_mul_assoc, mul_smul_comm, slash_sq h, hnull, Complex.ofReal_zero, zero_smul,
      smul_zero, smul_zero] at hi'
    exact (smul_eq_zero.mp hi'.symm).resolve_right (slash_ne_zero h hp)
  · rintro rfl
    simp [IsIdempotentElem]
```

Here nullity provides the short argument, but a multiple of $\not p$ alone is no nonzero idempotent off the light cone either. The massive projector below combines the added $m$ with the shell condition $p\cdot p=m^2$.

## The mass shell with nonzero mass

The hypothesis `mdot p p = m ^ 2` is the dispersion relation of a free particle of mass $|m|$. Negative $m$ is allowed and covers the antiparticle sum $\not p-|m|$. By hand,
$$(\not p+m)^2=p\cdot p+2m\not p+m^2=2m(\not p+m),$$
and division by $4m^2$ gives idempotency. The displayed identity is `hsq` in the proof.

To see that the matrix is nonzero, take $q=(p_1,p_0,0,0)$. It is orthogonal to $p$, and it is nonzero because $p_0^2=m^2+p_1^2+p_2^2+p_3^2>0$. If $\not p=-m$, then $0=\not p\not q+\not q\not p=-2m\not q$, contradicting $\not q\neq0$. The proof makes the same choice of $q$.

```lean
/-- On the mass shell with nonzero mass, the spin sum divided by `2m` is a nonzero idempotent. -/
theorem massive_spinSum_idempotent (h : IsDirac γ) {p : Fin 4 → ℝ} {m : ℝ} (hm : m ≠ 0)
    (hshell : mdot p p = m ^ 2) :
    IsIdempotentElem ((2 * m : ℂ)⁻¹ • spinSum γ p m) ∧ (2 * m : ℂ)⁻¹ • spinSum γ p m ≠ 0 := by
  have hmc : (m : ℂ) ≠ 0 := Complex.ofReal_ne_zero.mpr hm
  have hc : (2 * m : ℂ) ≠ 0 := mul_ne_zero two_ne_zero hmc
  constructor
  · have hsq : spinSum γ p m * spinSum γ p m = (2 * m : ℂ) • spinSum γ p m := by
      simp only [spinSum, add_mul, mul_add, smul_mul_assoc, mul_smul_comm, one_mul, mul_one,
        slash_sq h, hshell]
      push_cast
      module
    rw [IsIdempotentElem, smul_mul_assoc, mul_smul_comm, hsq,
      smul_smul (2 * m : ℂ)⁻¹ (2 * m : ℂ), inv_mul_cancel₀ hc, one_smul]
  · intro h0
    have hS : slash γ p + (m : ℂ) • 1 = 0 :=
      (smul_eq_zero.mp h0).resolve_left (inv_ne_zero hc)
    have hA : slash γ p = -((m : ℂ) • 1) := eq_neg_of_add_eq_zero_left hS
    -- a nonzero vector orthogonal to p
    have hq : (![p 1, p 0, 0, 0] : Fin 4 → ℝ) ≠ 0 := by
      intro hq
      have h1 : p 0 = 0 := by simpa using congrFun hq 1
      have hm2 : 0 < m ^ 2 := by positivity
      simp only [mdot, h1] at hshell
      nlinarith [sq_nonneg (p 1), sq_nonneg (p 2), sq_nonneg (p 3)]
    have horth : mdot p ![p 1, p 0, 0, 0] = 0 := by
      simp [mdot]
      ring
    have hB := slash_anticomm h p ![p 1, p 0, 0, 0]
    rw [horth, hA, mul_zero, Complex.ofReal_zero, zero_smul, neg_mul, mul_neg,
      smul_mul_assoc, mul_smul_comm, one_mul, mul_one] at hB
    have hB' : (2 * m : ℂ) • slash γ ![p 1, p 0, 0, 0] = 0 := by
      linear_combination (norm := module) (-1 : ℂ) • hB
    exact slash_ne_zero h hq ((smul_eq_zero.mp hB').resolve_left hc)
```

Off the mass shell, the square of $(\not p+m)/(2m)$ differs from the matrix itself by $(p\cdot p-m^2)/(4m^2)$. At $m=0$ the rescaling is unavailable, and on shell the spin sum squares to zero.

## The standard matrices and a light-like momentum

The Dirac representation satisfies `IsDirac`, and $(1,0,0,1)$ is a nonzero null momentum, so the massless theorems apply to an actual case. The proof checks the integer parts of the matrices by `decide +kernel` and then restores the phases; the factor $i$ in $\gamma_2$ turns the square of its integer part from $+1$ into $-1$.

```lean
/-- The standard Dirac matrices obey the Clifford relations, and (1,0,0,1) is a nonzero null
momentum. -/
theorem isDirac_witness : IsDirac diracGamma ∧
    (![1, 0, 0, 1] : Fin 4 → ℝ) ≠ 0 ∧ mdot ![1, 0, 0, 1] ![1, 0, 0, 1] = 0 := by
  refine ⟨?_, ?_, by simp [mdot]⟩
  · -- the integer parts anticommute, and their squares are plus or minus one
    have hG : ∀ μ ν i j : Fin 4,
        (∑ k, (intGamma μ i k * intGamma ν k j + intGamma ν i k * intGamma μ k j)) =
          if μ = ν ∧ i = j then 2 * (![1, -1, 1, -1] : Fin 4 → ℤ) μ else 0 := by
      decide +kernel
    have hs : ∀ μ : Fin 4, phase μ * phase μ *
        ((2 * (![1, -1, 1, -1] : Fin 4 → ℤ) μ : ℤ) : ℂ) = ((2 * metric μ μ : ℝ) : ℂ) := by
      intro μ
      fin_cases μ <;> simp [phase, metric]
    intro μ ν
    ext i j
    have e : (diracGamma μ * diracGamma ν + diracGamma ν * diracGamma μ) i j =
        phase μ * phase ν *
          ((∑ k, (intGamma μ i k * intGamma ν k j + intGamma ν i k * intGamma μ k j) : ℤ) : ℂ) := by
      simp only [Matrix.add_apply, Matrix.mul_apply, diracGamma, Matrix.of_apply,
        Fin.sum_univ_four]
      push_cast
      ring
    rw [e, hG]
    by_cases hμ : μ = ν
    · subst hμ
      by_cases hij : i = j
      · subst hij
        rw [if_pos ⟨rfl, rfl⟩, hs, Matrix.smul_apply, Matrix.one_apply_eq, smul_eq_mul, mul_one]
      · simp [hij]
    · simp [hμ, metric]
  · intro h0
    simpa using congrFun h0 0

end

end MasslessSpinSum
```

```lean
#print axioms MasslessSpinSum.null_slash_ker_eq_range
#print axioms MasslessSpinSum.ker_eq_range_iff
#print axioms MasslessSpinSum.null_smul_idempotent_iff
#print axioms MasslessSpinSum.massive_spinSum_idempotent
```

```
'MasslessSpinSum.null_slash_ker_eq_range' depends on axioms: [propext, Classical.choice, Quot.sound]
'MasslessSpinSum.ker_eq_range_iff' depends on axioms: [propext, Classical.choice, Quot.sound]
'MasslessSpinSum.null_smul_idempotent_iff' depends on axioms: [propext, Classical.choice, Quot.sound]
'MasslessSpinSum.massive_spinSum_idempotent' depends on axioms: [propext, Classical.choice, Quot.sound]
```
